# A sum over subsets whose terms depend only on subset size is a binomial sum

The lemma concerns a finite set `S` and a quantity `g T` attached to each subset `T` of `S`, with values in a commutative ring. If `g T` equals `f T.card` for every such subset, then the sum of `g` over all subsets is the sum over k from 0 to |S| of the binomial coefficient "|S| choose k" times `f k`. In physical terms this is a counting identity: contributions that depend only on how many elements are chosen can be grouped by that number, and no Hamiltonian, state or normalisation enters. The attempt first uses the hypothesis `h` to replace `g T` by `f T.card` inside the sum, then appeals to Mathlib's `sum_powerset_apply_card` for the grouping.

In Lean, a first try:

```lean
import Mathlib

open Finset

namespace SumBySize

noncomputable section

variable {A : Type*} [CommRing A] [Algebra ℚ A] {α : Type*} [DecidableEq α]

omit [Algebra ℚ A] [DecidableEq α] in
/-- A sum over vertex subsets whose terms depend only on the number of chosen vertices is a
binomial sum over that number. -/
theorem sum_by_size (f : ℕ → A) {S : Finset α} {g : Finset α → A}
    (h : ∀ T ∈ S.powerset, g T = f T.card) :
    ∑ T ∈ S.powerset, g T = ∑ k ∈ range (S.card + 1), S.card.choose k • f k := by
  rw [sum_congr rfl h]
  exact sum_powerset_apply_card f S

end

end SumBySize
```

The error:

```
Main.lean:18:8: error: Function expected at
  sum_powerset_apply_card f
but this term has type
  ∑ m ∈ powerset ?m.48, f #m = ∑ m ∈ range (#?m.48 + 1), (#?m.48).choose m • f m

Note: Expected a function because this term is being applied to the argument
  S
```

After these edits no error is left:

```diff
@@ -16,5 +16,5 @@
     ∑ T ∈ S.powerset, g T = ∑ k ∈ range (S.card + 1), S.card.choose k • f k := by
   rw [sum_congr rfl h]
-  exact sum_powerset_apply_card f S
+  exact sum_powerset_apply_card f
 
 end
```

Cause. The message "Function expected" means that something which is not a function has been given an argument. Lean shows that `sum_powerset_apply_card f` is already a proof of an equation, in which the finite set appears as the placeholder `?m.48`. The set is therefore an implicit argument of the lemma, to be found by Lean and not written by hand. Once `f` is supplied, no explicit argument remains, so the further `S` is read as an attempt to apply the proof of an equation to a set, and Lean rejects it.

The repair deletes that `S`. The expression is then the equation itself, and `exact` matches it with the goal left by the rewrite, which fixes the placeholder as `S`. The mathematics of the attempt was right, and the rewrite with `sum_congr rfl h` stays as it was; only the way the lemma was called had to change.
